# With a 1:1 salt admitted to every cell and a symmetric positive semidefinite operator, a grid Poisson-Boltzmann energy has exactly one minimizer, the only solution of its field equation

## One cell, held by its ions alone

Take a single grid cell with dimensionless potential ψ, ionic weight w > 0, fixed charge b and no electrostatic term. Its energy and stationarity condition are

E(ψ) = w cosh ψ − bψ,
w sinh ψ = b.

The fixed charge tilts the energy, but cosh ψ outgrows any linear term. Since sinh is strictly increasing and takes every real value, the only solution is ψ = arsinh(b/w), and it is the minimum. The same ionic confinement works on a grid with ions in every cell and an electrostatic term that is never negative, even when that term leaves some potentials without energy cost.

## Potential, ions and fixed charge on a grid

Let ψ_i be the electrostatic potential in cell i, in units of the thermal voltage. The symmetric matrix A represents the discretised operator −∇·ε∇, with ε the permittivity, and x·Ax ≥ 0 for every x. With insulating or periodic walls, a constant potential costs no electrostatic energy, so A is singular.

The number b_i is the scaled fixed charge. The weight w_i measures the salt available to cell i from the reservoir; w_i > 0 means that ions can enter every cell. For a symmetric monovalent electrolyte the scaled ionic charge is −w_i sinh ψ_i, which gives

E(ψ) = ψ·Aψ/2 + Σ_i w_i cosh ψ_i − b·ψ,
(Aψ)_i + w_i sinh ψ_i = b_i.

Here E is the convex variational energy whose stationarity gives the field equation. It is not the physical free energy: at a solution, the scaled electrostatic free energy is Σ_i w_i − E(ψ). In continuum-solvent calculations with this finite, mean-field, point-ion model, and with ions admitted to every cell, two exact solutions for the same A, w and b cannot differ, whatever initial guess led to them. Calculations that exclude ions from the solute interior have w_i = 0 there and are not covered.

## Two characterisations of one potential

In `unique_minimizer_and_solution`, the finite type `n` labels the cells, potentials are functions `n → ℝ`, `*ᵥ` applies the matrix and `⬝ᵥ` is the dot product. The hypotheses `hA`, `hpos` and `hw` state symmetry, x·Ax ≥ 0 and w_i > 0; `b` is arbitrary.

The conclusion supplies one ψ with two equivalences: φ minimizes the energy over all potentials exactly when φ = ψ, and φ solves the equation in every cell exactly when φ = ψ.

A is any matrix with these properties, not a particular discretised Laplacian. The theorem does not treat the continuum limit, finite ion size, ion correlations or the convergence of a numerical solver.

## From the cosh term to existence and uniqueness

**A quadratic lower bound.** Let g(s) = cosh s − s²/2. Its derivative sinh s − s is strictly increasing. For x ≠ y, the mean value theorem gives g(y) − g(x) = g′(c)(y − x) with c between them. Comparing g′(c) with g′(x), on either side of x, yields

g(y) ≥ g(x) + (sinh x − x)(y − x),

with equality at x = y. Since y²/2 − x²/2 − x(y − x) = (y − x)²/2, this becomes

cosh y ≥ cosh x + sinh x (y − x) + (y − x)²/2.

**A minimizer solves the equation.** Write r_i = (Aψ)_i + w_i sinh ψ_i − b_i. By the symmetry of A,

d/dt E(ψ + tv) at t = 0
= v·Aψ + Σ_i w_i sinh(ψ_i) v_i − b·v = r·v.

At a minimizer this vanishes for every v. Choosing v = r gives r·r = 0, hence r = 0.

**A solution is the only minimizer.** Let r = 0 and d = φ − ψ. Expanding the quadratic form and applying the cosh bound in each cell gives

E(φ) ≥ E(ψ) + r·d + d·Ad/2 + Σ_i w_i d_i²/2
= E(ψ) + d·Ad/2 + Σ_i w_i d_i²/2.

The last sum is positive unless d = 0. Every solution is therefore the strict global minimizer, and two different solutions cannot exist.

**A minimizer exists.** The cosh bound at x = 0 gives cosh φ_i ≥ 1 + φ_i²/2. Completing the square,

w_i φ_i²/2 − b_i φ_i = w_i φ_i²/4 + w_i(φ_i/2 − b_i/w_i)² − b_i²/w_i.

Put S = Σ_j b_j²/w_j. Dropping the nonnegative square and φ·Aφ/2,

E(φ) ≥ Σ_i w_i + Σ_i w_i φ_i²/4 − S.

Since E(0) = Σ_i w_i, any φ with E(φ) ≤ E(0) satisfies φ_i² ≤ 4S/w_i. These potentials lie in a compact box containing 0. The continuous energy has a minimum there, and potentials outside the box have energy above E(0), so the minimum is global.

## An ion-free cell, and a grounded alternative

Positivity of w matters already for one cell. With A = 0, w = 0 and b = 1, the energy is −ψ, which has no minimum, and the equation reads 0 = 1.

A model with a grounded electrode could require A to be positive definite and allow w_i ≥ 0. That would admit ion-free cells, such as a Stern layer, with A supplying the confinement, but it would exclude fully insulating or periodic walls.

## The Lean file

```lean
import Mathlib

open Matrix

namespace GridPoissonBoltzmann

noncomputable section

variable {n : Type*} [Fintype n]

/-- Energy of a grid potential `ψ`: electrostatic quadratic form, ionic `cosh` term with
weights `w`, and coupling to the fixed charge `b`. -/
def gridEnergy (A : Matrix n n ℝ) (w b ψ : n → ℝ) : ℝ :=
  (ψ ⬝ᵥ A *ᵥ ψ) / 2 + ∑ i, w i * Real.cosh (ψ i) - b ⬝ᵥ ψ

/-- Defect of the discrete Poisson-Boltzmann equation at each grid point. -/
def residual (A : Matrix n n ℝ) (w b ψ : n → ℝ) : n → ℝ :=
  fun i => (A *ᵥ ψ) i + w i * Real.sinh (ψ i) - b i

/-- The ionic term `cosh` lies above each of its tangents by at least half the squared
distance from the point of contact. -/
theorem cosh_tangent (x y : ℝ) :
    Real.cosh x + Real.sinh x * (y - x) + (y - x) ^ 2 / 2 ≤ Real.cosh y := by
  have hd : ∀ t : ℝ, HasDerivAt (fun s : ℝ => Real.cosh s - s ^ 2 / 2) (Real.sinh t - t) t := by
    intro t
    have h := (Real.hasDerivAt_cosh t).fun_sub (((hasDerivAt_id' t).fun_pow 2).div_const 2)
    exact h.congr_deriv (by norm_num)
  have hcont : Continuous (fun s : ℝ => Real.cosh s - s ^ 2 / 2) :=
    continuous_iff_continuousAt.2 fun t => (hd t).continuousAt
  -- mean value theorem for `cosh s - s²/2`
  have key : ∀ a b : ℝ, a < b → ∃ c ∈ Set.Ioo a b, (Real.sinh c - c) * (b - a) =
      (Real.cosh b - b ^ 2 / 2) - (Real.cosh a - a ^ 2 / 2) := by
    intro a b hab
    obtain ⟨c, hc, he⟩ := exists_hasDerivAt_eq_slope (fun s : ℝ => Real.cosh s - s ^ 2 / 2)
      (fun t => Real.sinh t - t) hab hcont.continuousOn (fun t _ => hd t)
    exact ⟨c, hc, (eq_div_iff (sub_pos.2 hab).ne').1 he⟩
  rcases lt_trichotomy x y with h | rfl | h
  · obtain ⟨c, hc, he⟩ := key x y h
    have h1 : Real.sinh x - x < Real.sinh c - c := Real.sinh_sub_id_strictMono hc.1
    nlinarith [mul_lt_mul_of_pos_right h1 (sub_pos.2 h)]
  · simp
  · obtain ⟨c, hc, he⟩ := key y x h
    have h1 : Real.sinh c - c < Real.sinh x - x := Real.sinh_sub_id_strictMono hc.2
    nlinarith [mul_lt_mul_of_pos_right h1 (sub_pos.2 h)]

/-- Reciprocity: a symmetric grid operator couples two potentials symmetrically. -/
theorem reciprocity {A : Matrix n n ℝ} (hA : A.IsSymm) (x y : n → ℝ) :
    x ⬝ᵥ A *ᵥ y = y ⬝ᵥ A *ᵥ x := by
  rw [Matrix.dotProduct_mulVec, ← Matrix.mulVec_transpose, hA.eq, dotProduct_comm]

lemma quad_expand {A : Matrix n n ℝ} (hA : A.IsSymm) (ψ v : n → ℝ) (t : ℝ) :
    (ψ + t • v) ⬝ᵥ A *ᵥ (ψ + t • v) =
      ψ ⬝ᵥ A *ᵥ ψ + 2 * t * (v ⬝ᵥ A *ᵥ ψ) + t ^ 2 * (v ⬝ᵥ A *ᵥ v) := by
  have h := reciprocity hA ψ v
  simp only [Matrix.mulVec_add, Matrix.mulVec_smul, add_dotProduct, dotProduct_add,
    smul_dotProduct, dotProduct_smul, smul_eq_mul, h]
  ring

lemma residual_dot (A : Matrix n n ℝ) (w b ψ v : n → ℝ) :
    residual A w b ψ ⬝ᵥ v =
      v ⬝ᵥ A *ᵥ ψ + ∑ i, w i * (Real.sinh (ψ i) * v i) - b ⬝ᵥ v := by
  simp only [dotProduct, residual]
  rw [← Finset.sum_add_distrib, ← Finset.sum_sub_distrib]
  exact Finset.sum_congr rfl fun i _ => by ring

/-- The first variation of the grid energy in the direction `v` is the Poisson-Boltzmann
residual paired with `v`. -/
theorem first_variation {A : Matrix n n ℝ} (hA : A.IsSymm) (w b ψ v : n → ℝ) :
    HasDerivAt (fun t : ℝ => gridEnergy A w b (ψ + t • v)) (residual A w b ψ ⬝ᵥ v) 0 := by
  have hs : HasDerivAt (fun t : ℝ => ∑ i, w i * Real.cosh (ψ i + t * v i))
      (∑ i, w i * (Real.sinh (ψ i) * v i)) 0 := by
    apply HasDerivAt.fun_sum
    intro i _
    have h1 : HasDerivAt (fun t : ℝ => ψ i + t * v i) (v i) 0 := by
      simpa using ((hasDerivAt_id' (0 : ℝ)).mul_const (v i)).const_add (ψ i)
    exact (h1.cosh.const_mul (w i)).congr_deriv (by simp)
  have hq := ((hasDerivAt_id' (0 : ℝ)).const_mul (v ⬝ᵥ A *ᵥ ψ)).fun_add
    (((hasDerivAt_id' (0 : ℝ)).fun_pow 2).const_mul ((v ⬝ᵥ A *ᵥ v) / 2))
  have hl := (hasDerivAt_id' (0 : ℝ)).const_mul (b ⬝ᵥ v)
  have hE : (fun t : ℝ => gridEnergy A w b (ψ + t • v)) = fun t : ℝ =>
      ((v ⬝ᵥ A *ᵥ ψ) * t + (v ⬝ᵥ A *ᵥ v) / 2 * t ^ 2
        + ∑ i, w i * Real.cosh (ψ i + t * v i)) - (b ⬝ᵥ v) * t
        + ((ψ ⬝ᵥ A *ᵥ ψ) / 2 - b ⬝ᵥ ψ) := by
    funext t
    unfold gridEnergy
    rw [quad_expand hA, dotProduct_add, dotProduct_smul]
    simp only [Pi.add_apply, Pi.smul_apply, smul_eq_mul]
    ring
  rw [hE, residual_dot]
  exact (((hq.fun_add hs).fun_sub hl).add_const _).congr_deriv (by simp)

/-- Around a solution of the grid equation the energy rises at least by the electrostatic
energy of the deviation plus half its `w`-weighted square. -/
theorem energy_growth {A : Matrix n n ℝ} (hA : A.IsSymm) {w b ψ : n → ℝ}
    (hw : ∀ i, 0 ≤ w i) (hψ : residual A w b ψ = 0) (φ : n → ℝ) :
    gridEnergy A w b ψ + ((φ - ψ) ⬝ᵥ A *ᵥ (φ - ψ)) / 2 + ∑ i, w i * (φ i - ψ i) ^ 2 / 2
      ≤ gridEnergy A w b φ := by
  have hq := quad_expand hA ψ (φ - ψ) 1
  rw [one_smul, add_sub_cancel] at hq
  have hp := residual_dot A w b ψ (φ - ψ)
  rw [hψ, zero_dotProduct, dotProduct_sub b] at hp
  have hs : ∑ i, w i * Real.cosh (ψ i) + ∑ i, w i * (Real.sinh (ψ i) * (φ - ψ) i)
      + ∑ i, w i * (φ i - ψ i) ^ 2 / 2 ≤ ∑ i, w i * Real.cosh (φ i) := by
    rw [← Finset.sum_add_distrib, ← Finset.sum_add_distrib]
    refine Finset.sum_le_sum fun i _ => ?_
    have := mul_le_mul_of_nonneg_left (cosh_tangent (ψ i) (φ i)) (hw i)
    simp only [Pi.sub_apply]
    linarith
  unfold gridEnergy
  linarith

/-- The grid energy attains its minimum, even when the electrostatic operator is singular. -/
theorem exists_minimizer {A : Matrix n n ℝ} (hpos : ∀ x : n → ℝ, 0 ≤ x ⬝ᵥ A *ᵥ x)
    {w : n → ℝ} (hw : ∀ i, 0 < w i) (b : n → ℝ) :
    ∃ ψ, ∀ φ, gridEnergy A w b ψ ≤ gridEnergy A w b φ := by
  let R : n → ℝ := fun i => 4 * (∑ j, b j ^ 2 / w j) / w i + 1
  -- potentials no worse than zero lie in a bounded box
  have hbox : ∀ φ, gridEnergy A w b φ ≤ gridEnergy A w b 0 → φ ∈ Set.Icc (-R) R := by
    intro φ hφ
    have h0 : gridEnergy A w b 0 = ∑ i, w i := by simp [gridEnergy]
    have hsum : ∑ i, (w i + w i * φ i ^ 2 / 4 - b i ^ 2 / w i)
        ≤ ∑ i, (w i * Real.cosh (φ i) - b i * φ i) := by
      refine Finset.sum_le_sum fun i _ => ?_
      have hi := hw i
      have hne := hi.ne'
      have h1 := mul_le_mul_of_nonneg_left (cosh_tangent 0 (φ i)) hi.le
      simp only [Real.cosh_zero, Real.sinh_zero, zero_mul, add_zero, sub_zero] at h1
      have h2 : w i * (φ i / 2 - b i / w i) ^ 2
          = w i * φ i ^ 2 / 4 - b i * φ i + b i ^ 2 / w i := by
        field_simp
        ring
      have h3 := mul_nonneg hi.le (sq_nonneg (φ i / 2 - b i / w i))
      linarith
    rw [Finset.sum_sub_distrib, Finset.sum_add_distrib, Finset.sum_sub_distrib] at hsum
    have hA := hpos φ
    rw [h0] at hφ
    simp only [gridEnergy] at hφ
    have hb : b ⬝ᵥ φ = ∑ i, b i * φ i := rfl
    have hC : ∑ i, w i * φ i ^ 2 / 4 ≤ ∑ j, b j ^ 2 / w j := by linarith
    have hi : ∀ i, φ i ^ 2 ≤ 4 * (∑ j, b j ^ 2 / w j) / w i := by
      intro i
      have h1 := Finset.single_le_sum (f := fun i => w i * φ i ^ 2 / 4)
        (fun j _ => by have := hw j; positivity) (Finset.mem_univ i)
      rw [le_div_iff₀ (hw i)]
      linarith
    constructor
    · intro i
      change -(4 * (∑ j, b j ^ 2 / w j) / w i + 1) ≤ φ i
      nlinarith [hi i, sq_nonneg (φ i + 1 / 2)]
    · intro i
      change φ i ≤ 4 * (∑ j, b j ^ 2 / w j) / w i + 1
      nlinarith [hi i, sq_nonneg (φ i - 1 / 2)]
  have hcont : Continuous (gridEnergy A w b) := by
    unfold gridEnergy
    simp only [dotProduct, Matrix.mulVec, Real.cosh_eq]
    fun_prop
  obtain ⟨ψ, _, hmin⟩ := (isCompact_Icc (a := -R) (b := R)).exists_isMinOn
    ⟨0, hbox 0 le_rfl⟩ hcont.continuousOn
  refine ⟨ψ, fun φ => ?_⟩
  rcases le_total (gridEnergy A w b φ) (gridEnergy A w b 0) with h | h
  · exact hmin (hbox φ h)
  · exact le_trans (hmin (hbox 0 le_rfl)) h

/-- The grid energy has exactly one minimizer, and this potential is the only solution of the
discrete Poisson-Boltzmann equation. -/
theorem unique_minimizer_and_solution {A : Matrix n n ℝ} (hA : A.IsSymm)
    (hpos : ∀ x : n → ℝ, 0 ≤ x ⬝ᵥ A *ᵥ x) {w : n → ℝ} (hw : ∀ i, 0 < w i) (b : n → ℝ) :
    ∃ ψ : n → ℝ,
      (∀ φ, (∀ χ, gridEnergy A w b φ ≤ gridEnergy A w b χ) ↔ φ = ψ) ∧
      (∀ φ, (∀ i, (A *ᵥ φ) i + w i * Real.sinh (φ i) = b i) ↔ φ = ψ) := by
  obtain ⟨ψ, hmin⟩ := exists_minimizer hpos hw b
  -- stationarity in the direction of the residual itself
  have hres : residual A w b ψ = 0 := by
    have hloc : IsLocalMin
        (fun t : ℝ => gridEnergy A w b (ψ + t • residual A w b ψ)) 0 := by
      refine Filter.Eventually.of_forall fun t => ?_
      change gridEnergy A w b (ψ + (0 : ℝ) • residual A w b ψ)
        ≤ gridEnergy A w b (ψ + t • residual A w b ψ)
      rw [zero_smul, add_zero]
      exact hmin _
    exact dotProduct_self_eq_zero.1 (hloc.hasDerivAt_eq_zero (first_variation hA w b ψ _))
  -- a solution is the only potential with energy as low as its own
  have huniq : ∀ φ χ, residual A w b φ = 0 → gridEnergy A w b χ ≤ gridEnergy A w b φ →
      χ = φ := by
    intro φ χ hφ hle
    have hg := energy_growth hA (fun i => (hw i).le) hφ χ
    have hq := hpos (χ - φ)
    funext i
    by_contra hne
    have h1 := Finset.single_le_sum (f := fun i => w i * (χ i - φ i) ^ 2 / 2)
      (fun j _ => by have := hw j; positivity) (Finset.mem_univ i)
    have h2 : 0 < (χ i - φ i) ^ 2 :=
      lt_of_le_of_ne (sq_nonneg _) (pow_ne_zero 2 (sub_ne_zero.2 hne)).symm
    have h3 := half_pos (mul_pos (hw i) h2)
    linarith
  refine ⟨ψ, fun φ => ⟨fun h => huniq ψ φ hres (h ψ), ?_⟩, fun φ => ⟨fun h => ?_, ?_⟩⟩
  · rintro rfl
    exact hmin
  · have hφ : residual A w b φ = 0 := funext fun i => sub_eq_zero.2 (h i)
    exact (huniq φ ψ hφ (hmin φ)).symm
  · rintro rfl i
    exact sub_eq_zero.1 (congrFun hres i)

/-- Stability: the `w`-weighted squared distance between the potentials of two fixed charges
is at most the charge difference paired with the potential difference. -/
theorem charge_stability {A : Matrix n n ℝ} (hA : A.IsSymm)
    (hpos : ∀ x : n → ℝ, 0 ≤ x ⬝ᵥ A *ᵥ x) {w b c ψ φ : n → ℝ} (hw : ∀ i, 0 ≤ w i)
    (hψ : residual A w b ψ = 0) (hφ : residual A w c φ = 0) :
    ∑ i, w i * (ψ i - φ i) ^ 2 ≤ (b - c) ⬝ᵥ (ψ - φ) := by
  have h1 := energy_growth hA hw hψ φ
  have h2 := energy_growth hA hw hφ ψ
  have h3 := hpos (φ - ψ)
  have h4 := hpos (ψ - φ)
  have hs : ∑ i, w i * (ψ i - φ i) ^ 2 =
      ∑ i, w i * (φ i - ψ i) ^ 2 / 2 + ∑ i, w i * (ψ i - φ i) ^ 2 / 2 := by
    rw [← Finset.sum_add_distrib]
    exact Finset.sum_congr rfl fun i _ => by ring
  rw [hs, sub_dotProduct, dotProduct_sub, dotProduct_sub]
  unfold gridEnergy at h1 h2
  linarith

/-- If the grid operator annihilates constant potentials, the sum of `w i * sinh (ψ i)` for a
solution equals the total fixed charge. -/
theorem charge_balance {A : Matrix n n ℝ} (hA : A.IsSymm) (hconst : A *ᵥ (1 : n → ℝ) = 0)
    {w b ψ : n → ℝ} (hψ : residual A w b ψ = 0) :
    ∑ i, w i * Real.sinh (ψ i) = ∑ i, b i := by
  have h := residual_dot A w b ψ 1
  rw [hψ, zero_dotProduct, reciprocity hA, hconst, dotProduct_zero] at h
  simp only [dotProduct, Pi.one_apply, mul_one, zero_add] at h
  linarith

end

end GridPoissonBoltzmann
```

```lean
#print axioms GridPoissonBoltzmann.unique_minimizer_and_solution
#print axioms GridPoissonBoltzmann.charge_stability
#print axioms GridPoissonBoltzmann.charge_balance
```

```
'GridPoissonBoltzmann.unique_minimizer_and_solution' depends on axioms: [propext, Classical.choice, Quot.sound]
'GridPoissonBoltzmann.charge_stability' depends on axioms: [propext, Classical.choice, Quot.sound]
'GridPoissonBoltzmann.charge_balance' depends on axioms: [propext, Classical.choice, Quot.sound]
```

## How the lemmas carry the argument

`cosh_tangent` proves the quadratic bound, treating x < y, x = y and x > y separately. `reciprocity` turns the symmetry of A into x·Ay = y·Ax, and `quad_expand` uses it to expand the quadratic form. `residual_dot` writes out r·v, and `first_variation` identifies it as the derivative of the energy.

`energy_growth` sums the scalar bound over the cells. `exists_minimizer` completes the square and uses the larger box |φ_i| ≤ 4S/w_i + 1, which avoids square roots because |x| ≤ x² + 1. Compactness then supplies the minimum.

In the main theorem, `hres` takes the variation along the residual itself. `huniq` shows that no other potential has energy as low as that of a solution: a difference in one cell would make the growth term positive. Both equivalences follow.

`charge_stability` compares solutions ψ and φ for fixed charges b and c. Adding the two growth inequalities and dropping the electrostatic term gives

Σ_i w_i(ψ_i − φ_i)² ≤ (b − c)·(ψ − φ).

`charge_balance` assumes that A annihilates constant potentials. Pairing the equation with the constant vector 1 removes the electrostatic term, since 1·Aψ = ψ·A1 = 0, and leaves

Σ_i w_i sinh ψ_i = Σ_i b_i.

The mobile ions then neutralise the total fixed charge.
